# In the half-filled mean-field Hubbard chain, localized electrons lie below the nonmagnetic Fermi sea exactly when $U>16t/\pi$

## Energies of the metal and the localized state

Electrons on an infinite chain, one per site on average, can spread into a band and gain hopping energy, or sit one to a site and avoid their mutual repulsion. Let $t$ be the hopping amplitude, $U$ the repulsion between opposite spins on a site, and $\rho^\sigma_{ij}$ the real one-body density matrix of spin $\sigma$. With lattice constant 1, the mean-field energy assigned to site $i$ is

$$e_i=-t\sum_\sigma(\rho^\sigma_{i,i+1}+\rho^\sigma_{i+1,i})+U\rho^\uparrow_{ii}\rho^\downarrow_{ii}.$$

There is no same-spin repulsion, so an electron does not repel itself.

A Fermi sea filled for $|k|\le k_F$ has $\rho_{ij}=\frac1{2\pi}\int_{-k_F}^{k_F}\cos(k(i-j))\,dk$; the sine part of the plane waves integrates to zero. Hence

$$\rho_{ii}=\frac{k_F}{\pi},\qquad \rho_{i,i+1}=\rho_{i+1,i}=\frac1{2\pi}\int_{-k_F}^{k_F}\cos k\,dk=\frac{\sin k_F}{\pi}.$$

For Fermi momenta $k_\uparrow,k_\downarrow$ this gives

$$e=-\frac{2t}{\pi}(\sin k_\uparrow+\sin k_\downarrow)+U\frac{k_\uparrow k_\downarrow}{\pi^2}.$$

The nonmagnetic half-filled chain has $k_\uparrow=k_\downarrow=\pi/2$. Since $\int_{-\pi/2}^{\pi/2}\cos k\,dk=2$,

$$e=\frac U4-\frac{2t}{\pi}\int_{-\pi/2}^{\pi/2}\cos k\,dk=\frac U4-\frac{4t}{\pi}.$$

With one localized electron per site, the density matrices are diagonal, so the hopping term vanishes. One of the two spin densities on each site is zero, so the repulsion vanishes too. The energy is 0, and $0<U/4-4t/\pi$ is equivalent to $U>16t/\pi$.

## Spin-polarized metals

Keep half filling but take $k_{\uparrow,\downarrow}=\pi/2\pm q$ with $|q|<\pi/2$. Both sines equal $\cos q$, and

$$e(q)=\frac U4\left(1-\frac{4q^2}{\pi^2}\right)-\frac{4t}{\pi}\cos q.$$

The sine is concave on $[0,\pi]$, so it lies above its chord from $0$ to $\pi/4$: $\sin(|q|/2)\ge\frac{2|q|}{\pi}\frac{\sqrt2}{2}$. Squaring gives $\sin^2(q/2)\ge 2q^2/\pi^2$, and therefore

$$\cos q=1-2\sin^2(q/2)\le1-\frac{4q^2}{\pi^2}.$$

For $t\ge0$ it follows that

$$e(q)\ge\left(\frac U4-\frac{4t}{\pi}\right)\left(1-\frac{4q^2}{\pi^2}\right),$$

which is positive when $U>16t/\pi$. Conversely, $q=0$ is the nonmagnetic case, so the threshold is unchanged. At $|q|=\pi/2$ one spin band is full and the other empty. This is no longer a metal but the ferromagnetic localized state itself, with energy 0, hence the strict bound on $q$.

Self-interaction-corrected calculations of solids weigh a similar balance between band formation and localization; here it appears in a single-band chain with only these two families of states. Spin-density waves with partial moments are left out, so $16t/\pi$ is not a phase boundary of the Hubbard chain.

## The chain and its states in Lean

```lean
import Mathlib

open Real

namespace HubbardChainLocalization

noncomputable section
```

The energy takes one density matrix per spin, as functions of two integer site labels.

```lean
/-- Mean-field Hubbard energy of site `i` of the infinite chain, for the spin-up and spin-down
one-body density matrices: hopping on the bond from `i` to `i + 1`, plus `U` times the product
of the two spin densities on the site. -/
def siteEnergy (t U : ℝ) (ρup ρdn : ℤ → ℤ → ℝ) (i : ℤ) : ℝ :=
  -t * (ρup i (i + 1) + ρup (i + 1) i + ρdn i (i + 1) + ρdn (i + 1) i)
    + U * (ρup i i * ρdn i i)
```

`fermiSea` accepts any real `kF`; it describes a filled band segment for $0\le k_F\le\pi$.

```lean
/-- Density matrix of one spin species whose plane waves are filled from `-kF` to `kF`,
for a Fermi momentum `kF` between `0` and `π`. -/
def fermiSea (kF : ℝ) (i j : ℤ) : ℝ :=
  1 / (2 * π) * ∫ k in (-kF)..kF, Real.cos (k * ((i : ℝ) - (j : ℝ)))
```

The pattern `s` gives the spin on each site, with `true` for up and `false` for down. Ferromagnetic, alternating and disordered patterns are all included.

```lean
/-- Density matrix of spin species `σ` when every site `i` holds one localized electron
of spin `s i`. -/
def localized (s : ℤ → Bool) (σ : Bool) (i j : ℤ) : ℝ :=
  if i = j ∧ s i = σ then 1 else 0
```

## Density, bond order and band energy

On the diagonal the integrand is 1.

```lean
/-- The Fermi sea has `kF / π` electrons of its spin on each site. -/
theorem fermiSea_density (kF : ℝ) (i : ℤ) : fermiSea kF i i = kF / π := by
  unfold fermiSea
  simp only [sub_self, mul_zero, Real.cos_zero, intervalIntegral.integral_const,
    smul_eq_mul, mul_one]
  ring
```

Between neighbours the argument of the cosine is $-k$ or $k$; evenness makes the two integrals equal, and `integral_cos` evaluates them.

```lean
/-- The density matrix of the Fermi sea between nearest neighbours is `sin kF / π`,
in both directions. -/
theorem fermiSea_bond (kF : ℝ) (i : ℤ) :
    fermiSea kF i (i + 1) = Real.sin kF / π ∧ fermiSea kF (i + 1) i = Real.sin kF / π := by
  have h1 : ∀ k : ℝ, Real.cos (k * ((i : ℝ) - ((i + 1 : ℤ) : ℝ))) = Real.cos k := by
    intro k
    have h : k * ((i : ℝ) - ((i + 1 : ℤ) : ℝ)) = -k := by
      push_cast
      ring
    rw [h, Real.cos_neg]
  have h2 : ∀ k : ℝ, Real.cos (k * (((i + 1 : ℤ) : ℝ) - (i : ℝ))) = Real.cos k := by
    intro k
    have h : k * (((i + 1 : ℤ) : ℝ) - (i : ℝ)) = k := by
      push_cast
      ring
    rw [h]
  constructor
  · unfold fermiSea
    simp only [h1, integral_cos, Real.sin_neg]
    ring
  · unfold fermiSea
    simp only [h2, integral_cos, Real.sin_neg]
    ring
```

Substituting these values gives the energy for arbitrary Fermi momenta.

```lean
/-- Energy per site of a metal whose two spin species have Fermi momenta `ku` and `kd`. -/
theorem siteEnergy_fermiSea (t U ku kd : ℝ) (i : ℤ) :
    siteEnergy t U (fermiSea ku) (fermiSea kd) i
      = -(2 * t / π) * (Real.sin ku + Real.sin kd) + U * (ku / π * (kd / π)) := by
  unfold siteEnergy
  rw [fermiSea_density, fermiSea_density, (fermiSea_bond ku i).1, (fermiSea_bond ku i).2,
    (fermiSea_bond kd i).1, (fermiSea_bond kd i).2]
  ring
```

The next theorem states both forms of the nonmagnetic energy, the integral and its value.

```lean
/-- The half-filled nonmagnetic chain has energy per site `U/4` minus `2t/π` times the integral
of `cos k` over the occupied momenta, and this equals `U/4 - 4t/π`. -/
theorem nonmagnetic_energy (t U : ℝ) (i : ℤ) :
    siteEnergy t U (fermiSea (π / 2)) (fermiSea (π / 2)) i
        = U / 4 - 2 * t / π * ∫ k in (-(π / 2))..(π / 2), Real.cos k ∧
    siteEnergy t U (fermiSea (π / 2)) (fermiSea (π / 2)) i = U / 4 - 4 * t / π := by
  have hpi : π * π⁻¹ = 1 := mul_inv_cancel₀ Real.pi_ne_zero
  -- each spin species has density one half on every site
  have hn : π / 2 / π = 1 / 2 := by linear_combination (1 / 2) * hpi
  rw [siteEnergy_fermiSea, integral_cos, Real.sin_neg, Real.sin_pi_div_two, hn]
  constructor <;> ring
```

## The localized state and the threshold

Splitting on the spin at site `i` settles both the density and the energy.

```lean
/-- A state with one localized electron on every site, whatever the spin pattern, has density one
and mean-field energy zero on each site. -/
theorem localized_energy (t U : ℝ) (s : ℤ → Bool) (i : ℤ) :
    localized s true i i + localized s false i i = 1 ∧
    siteEnergy t U (localized s true) (localized s false) i = 0 := by
  cases h : s i <;> simp [siteEnergy, localized, h]
```

The comparison holds for every real `t` and `U`. For $t<0$, however, the sea centred at $k=0$ fills the upper half of the band and is not the band's ground state.

```lean
/-- The localized state lies strictly below the half-filled nonmagnetic metal
if and only if `U > 16t/π`. -/
theorem localized_below_nonmagnetic_iff (t U : ℝ) (s : ℤ → Bool) (i : ℤ) :
    siteEnergy t U (localized s true) (localized s false) i
        < siteEnergy t U (fermiSea (π / 2)) (fermiSea (π / 2)) i
      ↔ U > 16 * t / π := by
  rw [(localized_energy t U s i).2, (nonmagnetic_energy t U i).2]
  have h4 : 16 * t / π = 4 * (4 * t / π) := by ring
  constructor <;> intro h <;> linarith
```

## The bound for polarized metals

In the proof, `hc` is the chord inequality, `hs` its square, and `hcos` the half-angle formula.

```lean
/-- For `|q| ≤ π/2` the cosine lies below the parabola that meets it at `0` and `±π/2`. -/
theorem cos_le_parabola (q : ℝ) (hq : |q| ≤ π / 2) :
    Real.cos q ≤ 1 - 4 * q ^ 2 / π ^ 2 := by
  have hp := Real.pi_pos
  have hpi : π * π⁻¹ = 1 := mul_inv_cancel₀ Real.pi_ne_zero
  have ha0 : 0 ≤ 2 * |q| / π := by positivity
  have ha1 : 2 * |q| / π ≤ 1 := by
    rw [div_le_one hp]
    linarith
  -- the sine lies above its chord between 0 and π/4
  have hc := strictConcaveOn_sin_Icc.concaveOn.2
    (show (0 : ℝ) ∈ Set.Icc 0 π from ⟨le_rfl, hp.le⟩)
    (show π / 4 ∈ Set.Icc 0 π from ⟨by positivity, by linarith⟩)
    (sub_nonneg.2 ha1) ha0 (by ring)
  have he : 2 * |q| / π * (π / 4) = |q| / 2 := by
    linear_combination (|q| / 2) * hpi
  simp only [smul_eq_mul, Real.sin_zero, mul_zero, zero_add, he, Real.sin_pi_div_four] at hc
  have hs := pow_le_pow_left₀ (by positivity) hc 2
  have h2 : √(2 : ℝ) ^ 2 = 2 := Real.sq_sqrt (by norm_num)
  have hl : (2 * |q| / π * (√2 / 2)) ^ 2 = 2 * q ^ 2 / π ^ 2 := by
    rw [← sq_abs q]
    linear_combination (|q| ^ 2 / π ^ 2) * h2
  rw [hl] at hs
  -- half-angle formula
  have hcos := Real.cos_two_mul (|q| / 2)
  rw [show 2 * (|q| / 2) = |q| by ring, Real.cos_abs] at hcos
  have h4 : 4 * q ^ 2 / π ^ 2 = 2 * (2 * q ^ 2 / π ^ 2) := by ring
  linarith [Real.sin_sq_add_cos_sq (|q| / 2)]
```

The last theorem quantifies over all `q` with $|q|<\pi/2$. The forward direction sets `q` to 0. In the reverse direction, `hpos` and `hgap` are the positivity of the two factors in the lower bound, `hband` is the parabola bound multiplied by $4t/\pi$, which uses `ht`, and the `calc` block assembles the inequality for $e(q)$.

```lean
/-- For `t ≥ 0`, the localized state lies strictly below every half-filled metal with Fermi momenta
`π/2 + q` and `π/2 - q`, `|q| < π/2`, if and only if `U > 16t/π`. -/
theorem localized_below_all_metals_iff (t U : ℝ) (ht : 0 ≤ t) (s : ℤ → Bool) (i : ℤ) :
    (∀ q : ℝ, |q| < π / 2 →
      siteEnergy t U (localized s true) (localized s false) i
        < siteEnergy t U (fermiSea (π / 2 + q)) (fermiSea (π / 2 - q)) i)
      ↔ U > 16 * t / π := by
  have hp := Real.pi_pos
  have hpi : π * π⁻¹ = 1 := mul_inv_cancel₀ Real.pi_ne_zero
  constructor
  · intro h
    have h0 := h 0 (by rw [abs_zero]; positivity)
    rw [add_zero, sub_zero] at h0
    exact (localized_below_nonmagnetic_iff t U s i).1 h0
  · intro hU q hq
    have h1 : Real.sin (π / 2 + q) = Real.cos q := by
      rw [add_comm, Real.sin_add_pi_div_two]
    have h3 : (π / 2 + q) / π * ((π / 2 - q) / π) = (1 - 4 * q ^ 2 / π ^ 2) / 4 := by
      linear_combination (1 / 4) * (π * π⁻¹ + 1) * hpi
    rw [(localized_energy t U s i).2, siteEnergy_fermiSea, h1, Real.sin_pi_div_two_sub, h3]
    have hpos : 0 < 1 - 4 * q ^ 2 / π ^ 2 := by
      obtain ⟨hl, hr⟩ := abs_lt.1 hq
      rw [sub_pos, div_lt_one (by positivity)]
      nlinarith [mul_pos (sub_pos.2 hl) (sub_pos.2 hr)]
    have hgap : 0 < U / 4 - 4 * t / π := by
      have h4 : 16 * t / π = 4 * (4 * t / π) := by ring
      linarith
    -- the parabola bounds the band energy, and the threshold factors out
    have hband := mul_le_mul_of_nonneg_left (cos_le_parabola q hq.le)
      (show 0 ≤ 4 * t / π by positivity)
    have hprod := mul_pos hgap hpos
    calc 0 < (U / 4 - 4 * t / π) * (1 - 4 * q ^ 2 / π ^ 2) := hprod
      _ = U * ((1 - 4 * q ^ 2 / π ^ 2) / 4) - 4 * t / π * (1 - 4 * q ^ 2 / π ^ 2) := by ring
      _ ≤ U * ((1 - 4 * q ^ 2 / π ^ 2) / 4) - 4 * t / π * Real.cos q :=
          sub_le_sub_left hband _
      _ = -(2 * t / π) * (Real.cos q + Real.cos q)
            + U * ((1 - 4 * q ^ 2 / π ^ 2) / 4) := by ring

end

end HubbardChainLocalization
```

```lean
#print axioms HubbardChainLocalization.localized_below_nonmagnetic_iff
-- 'HubbardChainLocalization.localized_below_nonmagnetic_iff' depends on axioms: [propext, Classical.choice, Quot.sound]
#print axioms HubbardChainLocalization.localized_below_all_metals_iff
-- 'HubbardChainLocalization.localized_below_all_metals_iff' depends on axioms: [propext, Classical.choice, Quot.sound]
```
